# Closed form and bounds for the dissymmetry factor of the intensities $\|\mu \pm m\|^2$

## Transition moments, circular intensities and the factor $g$

Let $V$ be a real vector space with inner product $\langle\cdot,\cdot\rangle$ and norm $\|v\| = \sqrt{\langle v, v\rangle}$. A single optical transition is described by two vectors in $V$, the electric transition moment $\mu$ (`mu` in the code) and the magnetic transition moment $m$ (`m`). The physical case is $V = \mathbb{R}^3$, but no dimension is fixed: `V` may be a line, a plane or infinite-dimensional. The bracket `⟪mu, m⟫_ℝ` is $\langle\mu, m\rangle$.

Two conventions are contained in treating both moments as elements of one real space. They are expressed in the same units, so in SI the magnetic moment carries a factor $1/c$, with $c$ the speed of light. And for real electronic wavefunctions, where the electric moment is real and the magnetic moment is purely imaginary, $m$ is the real vector left after the factor $i$ is removed.

```lean
import Mathlib

open scoped InnerProductSpace

namespace DissymmetryFactor

noncomputable section

variable {V : Type*} [NormedAddCommGroup V] [InnerProductSpace ℝ V]
```

The intensities for the two circular polarisations are postulated to be
$$I_+ = \|\mu + m\|^2, \qquad I_- = \|\mu - m\|^2 .$$
The physical picture behind this form runs as follows. For light along $z$ with polarisation $e_\pm = (\hat x \pm i \hat y)/\sqrt2$, the magnetic field points along $\hat z \times e_\pm = \mp i\, e_\pm$, so the electric and magnetic dipole amplitudes combine into the projection of $\mu \pm m$ on $e_\pm$, and averaging its squared modulus over molecular orientations gives $\tfrac13\|\mu \pm m\|^2$. This picture motivates the definitions and is not derived in the code, where $I_\pm$ are simply these two squared norms. The common prefactor is left out because it cancels in $g$, electric quadrupole and higher multipoles are neglected, and which of $+$ and $-$ is called left-handed is a sign convention that stays open.

```lean
/-- Intensity `I₊ = ‖mu + m‖²` for electric moment `mu` and magnetic moment `m`. -/
def intensityPlus (mu m : V) : ℝ := ‖mu + m‖ ^ 2

/-- Intensity `I₋ = ‖mu - m‖²` for electric moment `mu` and magnetic moment `m`. -/
def intensityMinus (mu m : V) : ℝ := ‖mu - m‖ ^ 2
```

The dissymmetry factor is the difference of the intensities divided by their mean $\tfrac12(I_+ + I_-)$,
$$g = \frac{2\,(I_+ - I_-)}{I_+ + I_-}.$$

```lean
/-- Dissymmetry factor `g = 2 (I₊ - I₋) / (I₊ + I₋)`. -/
def dissymmetry (mu m : V) : ℝ :=
  2 * (intensityPlus mu m - intensityMinus mu m) / (intensityPlus mu m + intensityMinus mu m)
```

## Difference and sum of the intensities

Expanding the squared norms with the symmetric real inner product gives
$$I_\pm = \|\mu\|^2 \pm 2\langle\mu, m\rangle + \|m\|^2 .$$
Subtraction removes the squares and addition removes the cross term:
$$I_+ - I_- = 4\langle\mu, m\rangle, \qquad I_+ + I_- = 2\left(\|\mu\|^2 + \|m\|^2\right).$$
Both identities hold for all $\mu$ and $m$. The two expansions are `norm_add_sq_real` and `norm_sub_sq_real`, and `ring` collects the terms.

```lean
/-- The difference of the two intensities is `4 ⟪mu, m⟫` and their sum is
`2 (‖mu‖² + ‖m‖²)`. -/
theorem intensity_diff_sum (mu m : V) :
    intensityPlus mu m - intensityMinus mu m = 4 * ⟪mu, m⟫_ℝ ∧
    intensityPlus mu m + intensityMinus mu m = 2 * (‖mu‖ ^ 2 + ‖m‖ ^ 2) := by
  unfold intensityPlus intensityMinus
  rw [norm_add_sq_real, norm_sub_sq_real]
  constructor <;> ring
```

## The closed form of $g$

Write $D = \|\mu\|^2 + \|m\|^2$ and suppose that the moments are not both zero, which is the hypothesis `mu ≠ 0 ∨ m ≠ 0` and means that the transition has some intensity. One of the two squares in $D$ is then positive and the other is nonnegative, so $D > 0$ and $I_+ + I_- = 2D > 0$. Substituting the difference and the sum,
$$g = \frac{2 \cdot 4\langle\mu, m\rangle}{2D} = \frac{4\langle\mu, m\rangle}{\|\mu\|^2 + \|m\|^2}.$$
In this model $\langle\mu, m\rangle$ plays the part of the rotational strength and $D$ that of the total dipole strength, electric plus magnetic. In the proof, `rcases` separates the two cases for `hD`, and `div_eq_div_iff` replaces the equality of fractions by the cross-multiplied identity $2\cdot 4\langle\mu,m\rangle \cdot D = 4\langle\mu,m\rangle \cdot 2D$.

```lean
/-- If the moments are not both zero, `‖mu‖² + ‖m‖²` and the total intensity are positive and
`g = 4 ⟪mu, m⟫ / (‖mu‖² + ‖m‖²)`. -/
theorem dissymmetry_eq {mu m : V} (h : mu ≠ 0 ∨ m ≠ 0) :
    0 < ‖mu‖ ^ 2 + ‖m‖ ^ 2 ∧ 0 < intensityPlus mu m + intensityMinus mu m ∧
    dissymmetry mu m = 4 * ⟪mu, m⟫_ℝ / (‖mu‖ ^ 2 + ‖m‖ ^ 2) := by
  obtain ⟨h1, h2⟩ := intensity_diff_sum mu m
  have hD : 0 < ‖mu‖ ^ 2 + ‖m‖ ^ 2 := by
    rcases h with h | h
    · have := pow_pos (norm_pos_iff.mpr h) 2
      linarith [sq_nonneg ‖m‖]
    · have := pow_pos (norm_pos_iff.mpr h) 2
      linarith [sq_nonneg ‖mu‖]
  have hD2 : 0 < 2 * (‖mu‖ ^ 2 + ‖m‖ ^ 2) := by linarith
  refine ⟨hD, by linarith, ?_⟩
  unfold dissymmetry
  rw [h1, h2, div_eq_div_iff hD2.ne' hD.ne']
  ring
```

## Reversal of the magnetic moment

Replacing $m$ by $-m$ exchanges $I_+$ and $I_-$. The denominator of $g$ is unchanged and the numerator changes sign, so $g(\mu, -m) = -g(\mu, m)$. Only the norm enters, and `dissymmetry_neg` is stated without the inner product and without any hypothesis on the moments. At $\mu = m = 0$, where $g$ is the undefined quotient $0/0$, both sides are Lean's conventional value $0$ and the statement has no physical content. Physically, a change in the relative sign of the polar vector $\mu$ and the axial vector $m$ is what spatial inversion of the molecule produces, and one expects opposite $g$ for enantiomers on that ground.

```lean
omit [InnerProductSpace ℝ V] in
/-- Reversing the magnetic moment reverses the sign of the dissymmetry factor. -/
theorem dissymmetry_neg (mu m : V) : dissymmetry mu (-m) = -dissymmetry mu m := by
  unfold dissymmetry intensityPlus intensityMinus
  rw [sub_neg_eq_add, ← sub_eq_add_neg, add_comm (‖mu - m‖ ^ 2)]
  ring
```

## The extreme values $g = \pm 2$

With $S = I_+ + I_- > 0$ the equation $g = 2$ can be multiplied through by $S$:
$$g = 2 \iff 2(I_+ - I_-) = 2(I_+ + I_-) \iff I_- = 0 \iff \mu - m = 0 .$$
In the same way $g = -2 \iff I_+ = 0 \iff m = -\mu$. An extreme value therefore occurs exactly when one polarisation has no intensity at all. The multiplication by $S$ is `div_eq_iff hS.ne'`, the step to a vanishing intensity is `linarith`, and `pow_eq_zero_iff` with `norm_eq_zero` passes from a vanishing squared norm to a vanishing vector.

```lean
/-- For moments not both zero, `g = 2` exactly when `m = mu` and `g = -2` exactly when
`m = -mu`. -/
theorem dissymmetry_extreme {mu m : V} (h : mu ≠ 0 ∨ m ≠ 0) :
    (dissymmetry mu m = 2 ↔ m = mu) ∧ (dissymmetry mu m = -2 ↔ m = -mu) := by
  have hS := (dissymmetry_eq h).2.1
  unfold dissymmetry
  constructor
  · rw [div_eq_iff hS.ne']
    constructor
    · intro hg
      -- `g = 2` forces `I₋ = 0`
      have h0 : intensityMinus mu m = 0 := by linarith
      unfold intensityMinus at h0
      have h1 : mu - m = 0 := norm_eq_zero.mp ((pow_eq_zero_iff two_ne_zero).mp h0)
      exact (sub_eq_zero.mp h1).symm
    · intro hm
      have h0 : intensityMinus mu m = 0 := by simp [intensityMinus, hm]
      linarith
  · rw [div_eq_iff hS.ne']
    constructor
    · intro hg
      -- `g = -2` forces `I₊ = 0`
      have h0 : intensityPlus mu m = 0 := by linarith
      unfold intensityPlus at h0
      have h1 : mu + m = 0 := norm_eq_zero.mp ((pow_eq_zero_iff two_ne_zero).mp h0)
      exact eq_neg_of_add_eq_zero_right h1
    · intro hm
      have h0 : intensityPlus mu m = 0 := by simp [intensityPlus, hm]
      linarith
```

## The bound $|g| \le 2$

From the definition of $g$,
$$2 + g = \frac{4 I_+}{S} \ge 0, \qquad 2 - g = \frac{4 I_-}{S} \ge 0,$$
because both intensities are squares. Hence $-2 \le g \le 2$. The proof splits the absolute value with `abs_le`, clears the positive denominator in each half, and closes with `linarith` from `hp` and `hm`. For the equality case, `abs_eq` turns $|g| = 2$ into $g = 2$ or $g = -2$, and the previous theorem turns these into $m = \mu$ or $m = -\mu$.

```lean
/-- For moments not both zero, `|g| ≤ 2`, with equality exactly when `m = mu` or `m = -mu`. -/
theorem abs_dissymmetry_le_two {mu m : V} (h : mu ≠ 0 ∨ m ≠ 0) :
    |dissymmetry mu m| ≤ 2 ∧ (|dissymmetry mu m| = 2 ↔ m = mu ∨ m = -mu) := by
  have hS := (dissymmetry_eq h).2.1
  obtain ⟨e1, e2⟩ := dissymmetry_extreme h
  constructor
  · -- both intensities are nonnegative
    have hp : 0 ≤ intensityPlus mu m := sq_nonneg _
    have hm : 0 ≤ intensityMinus mu m := sq_nonneg _
    rw [abs_le]
    unfold dissymmetry
    constructor
    · rw [le_div_iff₀ hS]
      linarith
    · rw [div_le_iff₀ hS]
      linarith
  · rw [abs_eq (by norm_num : (0 : ℝ) ≤ 2), e1, e2]
```

## The largest $|g|$ at a fixed ratio of the moments

Let $\mu \ne 0$, fix a number $r \ge 0$, and consider all $m$ with $\|m\| = r\|\mu\|$. Then $D = (1 + r^2)\|\mu\|^2$, and the Cauchy–Schwarz inequality $|\langle\mu, m\rangle| \le \|\mu\|\,\|m\|$ gives
$$|g| = \frac{4\,|\langle\mu, m\rangle|}{D} \le \frac{4 r \|\mu\|^2}{(1 + r^2)\|\mu\|^2} = \frac{4r}{1 + r^2}.$$
The parallel choice $m = r\mu$ has $\|m\| = r\|\mu\|$ and $\langle\mu, m\rangle = r\|\mu\|^2$, so it reaches the bound, already in one dimension.

`IsGreatest` says that $4r/(1+r^2)$ belongs to the set of values $|g|$ taken by such $m$ and that no element of the set exceeds it. The first bullet of the proof supplies the witness `r • mu`. The second applies `abs_real_inner_le_norm` and proves the cross-multiplied inequality, in which `gcongr` inserts Cauchy–Schwarz and `ring`, after the substitution of $\|m\| = r\|\mu\|$, checks $4\|\mu\|\|m\|(1 + r^2) = 4rD$.

```lean
/-- For a nonzero electric moment and `r ≥ 0`, the largest value of `|g|` over all magnetic
moments with `‖m‖ = r ‖mu‖` is `4 r / (1 + r²)`. -/
theorem abs_dissymmetry_isGreatest {mu : V} (hmu : mu ≠ 0) {r : ℝ} (hr : 0 ≤ r) :
    IsGreatest {x : ℝ | ∃ m : V, ‖m‖ = r * ‖mu‖ ∧ x = |dissymmetry mu m|}
      (4 * r / (1 + r ^ 2)) := by
  have hq : 0 < 1 + r ^ 2 := by positivity
  constructor
  · -- parallel moments attain the bound
    have hn : ‖r • mu‖ = r * ‖mu‖ := by rw [norm_smul, Real.norm_of_nonneg hr]
    obtain ⟨hD, -, hg⟩ := dissymmetry_eq (m := r • mu) (Or.inl hmu)
    have hv : dissymmetry mu (r • mu) = 4 * r / (1 + r ^ 2) := by
      rw [hg, div_eq_div_iff hD.ne' hq.ne', real_inner_smul_right,
        real_inner_self_eq_norm_sq, hn]
      ring
    refine ⟨r • mu, hn, ?_⟩
    rw [hv, abs_of_nonneg (by positivity)]
  · -- Cauchy-Schwarz
    rintro x ⟨m, hm, rfl⟩
    obtain ⟨hD, -, hg⟩ := dissymmetry_eq (m := m) (Or.inl hmu)
    have cs := abs_real_inner_le_norm mu m
    rw [hg, abs_div, abs_mul, abs_of_pos hD, abs_of_pos (by norm_num : (0 : ℝ) < 4),
      div_le_div_iff₀ hD hq]
    calc 4 * |⟪mu, m⟫_ℝ| * (1 + r ^ 2) ≤ 4 * (‖mu‖ * ‖m‖) * (1 + r ^ 2) := by gcongr
      _ = 4 * r * (‖mu‖ ^ 2 + ‖m‖ ^ 2) := by
        rw [hm]
        ring
```

## The bound by the ratio of the moments

For $\mu \ne 0$ and any $m$, put $r = \|m\|/\|\mu\|$. Since $1 + r^2 \ge 1$,
$$|g| \le \frac{4r}{1 + r^2} \le 4r = \frac{4\|m\|}{\|\mu\|}.$$
If $m \ne 0$ then $r > 0$ and $1 + r^2 > 1$, so the second inequality is strict and $|g| < 4r$. If $m = 0$ then $I_+ = I_-$ and both sides are zero. Equality thus holds exactly for $m = 0$. In the code `hb` is the upper-bound half of the previous theorem applied to this $r$, while `div_le_self` and `div_lt_self` give the weak and the strict comparison with $4r$.

```lean
/-- For a nonzero electric moment, `|g| ≤ 4 ‖m‖ / ‖mu‖`, with equality exactly when the
magnetic moment vanishes. -/
theorem abs_dissymmetry_le_ratio {mu : V} (hmu : mu ≠ 0) (m : V) :
    |dissymmetry mu m| ≤ 4 * ‖m‖ / ‖mu‖ ∧
    (|dissymmetry mu m| = 4 * ‖m‖ / ‖mu‖ ↔ m = 0) := by
  have ha : 0 < ‖mu‖ := norm_pos_iff.mpr hmu
  obtain ⟨r, hr_def⟩ : ∃ r : ℝ, r = ‖m‖ / ‖mu‖ := ⟨_, rfl⟩
  have hr : 0 ≤ r := by
    rw [hr_def]
    exact div_nonneg (norm_nonneg _) ha.le
  have hm : ‖m‖ = r * ‖mu‖ := by rw [hr_def, div_mul_cancel₀ _ ha.ne']
  have hb : |dissymmetry mu m| ≤ 4 * r / (1 + r ^ 2) :=
    (abs_dissymmetry_isGreatest hmu hr).2 ⟨m, hm, rfl⟩
  rw [mul_div_assoc, ← hr_def]
  refine ⟨hb.trans (div_le_self (by linarith) (by linarith [sq_nonneg r])), ?_, ?_⟩
  · intro he
    by_contra hne
    -- for `r > 0` the sharp bound lies strictly below `4 r`
    have hpos : 0 < r := by
      rw [hr_def]
      exact div_pos (norm_pos_iff.mpr hne) ha
    have hlt : 4 * r / (1 + r ^ 2) < 4 * r :=
      div_lt_self (by linarith) (by linarith [pow_pos hpos 2])
    linarith
  · intro h0
    have hz : r = 0 := by
      rw [hr_def, h0]
      simp
    rw [hz, h0]
    simp [dissymmetry, intensityPlus, intensityMinus]
```

For a strongly electric-dipole-allowed transition one typically has $\|m\| \ll \|\mu\|$ in common units, and whenever $4r \ll 1$ the bound forces $|g| \ll 1$. The smallness of $r$ is physical input, since the theorem bounds $|g|$ by $4r$ whatever $r$ is. For a single isolated transition in an isotropic sample, treated with electric and magnetic dipoles only, the closed form converts the two moments from an electronic-structure calculation into $g$, and the bounds limit the value obtained in this way. The vector $m$, and with it this value of $g$, can depend on the origin chosen for the magnetic moment operator, so the origin should be stated with the result.

## Moments with ratio $r = 1/10$

Take $\mu = (10, 0, 0)$ and $m = (0.6,\ 0.8,\ 0)$, so that $\|\mu\| = 10$, $\|m\| = 1$, $r = 0.1$ and $\langle\mu, m\rangle = 6$. Then
$$I_+ = 10.6^2 + 0.8^2 = 113, \qquad I_- = 9.4^2 + 0.8^2 = 89 .$$
The difference is $24 = 4 \cdot 6$ and the sum is $202 = 2(100 + 1)$, so $g = 48/202 = 24/101 \approx 0.238$, equal to $4 \cdot 6/101$. The sharp bound is $0.4/1.01 = 40/101 \approx 0.396$, reached by $m = (1, 0, 0)$, and the ratio bound is $0.4$.

## Vanishing moments and negative $r$

Take $V = \mathbb{R}$. With $\mu = m = 0$ the total intensity is $0$, so positivity fails. Lean sets $x/0 = 0$, which makes $g = 0$ there although $m = \mu$, so the criterion for $|g| = 2$ fails as well, and the same convention gives $|g| = 0 = 4\|m\|/\|\mu\|$ for $\mu = 0$, $m = 1$, an equality with $m \ne 0$ that the hypothesis `mu ≠ 0` excludes. The condition $r \ge 0$ matters independently of any division: for $\mu = 1$ and $r = -1$ no $m$ has norm $-1$, the set of values is empty, and it has no greatest element. These counter-examples, the numbers above and the remarks on polarisation vectors and enantiomers are ordinary reasoning that the code does not verify.

## The combined statement

For $\mu$ and $m$ not both zero, `dissymmetry_main` states that $I_+ + I_- > 0$, that $g = 4\langle\mu, m\rangle/(\|\mu\|^2 + \|m\|^2)$, that $|g| \le 2$, and that $|g| = 2$ exactly when $m = \mu$ or $m = -\mu$. Its last clause is an implication: if in addition $\mu \ne 0$, then $|g| \le 4\|m\|/\|\mu\|$, with equality exactly when $m = 0$. The proof collects the corresponding components of `dissymmetry_eq`, `abs_dissymmetry_le_two` and `abs_dissymmetry_le_ratio`. The sign reversal and the sharp value $4r/(1 + r^2)$ remain the separate theorems `dissymmetry_neg` and `abs_dissymmetry_isGreatest`.

```lean
/-- For moments not both zero the total intensity is positive,
`g = 4 ⟪mu, m⟫ / (‖mu‖² + ‖m‖²)`, and `|g| ≤ 2` with equality exactly for `m = ± mu`.
If `mu ≠ 0`, also `|g| ≤ 4 ‖m‖ / ‖mu‖` with equality exactly for `m = 0`. -/
theorem dissymmetry_main {mu m : V} (h : mu ≠ 0 ∨ m ≠ 0) :
    0 < intensityPlus mu m + intensityMinus mu m ∧
    dissymmetry mu m = 4 * ⟪mu, m⟫_ℝ / (‖mu‖ ^ 2 + ‖m‖ ^ 2) ∧
    |dissymmetry mu m| ≤ 2 ∧
    (|dissymmetry mu m| = 2 ↔ m = mu ∨ m = -mu) ∧
    (mu ≠ 0 → |dissymmetry mu m| ≤ 4 * ‖m‖ / ‖mu‖ ∧
      (|dissymmetry mu m| = 4 * ‖m‖ / ‖mu‖ ↔ m = 0)) :=
  ⟨(dissymmetry_eq h).2.1, (dissymmetry_eq h).2.2, (abs_dissymmetry_le_two h).1,
    (abs_dissymmetry_le_two h).2, fun hmu => abs_dissymmetry_le_ratio hmu m⟩

end

end DissymmetryFactor
```

```lean
#print axioms DissymmetryFactor.dissymmetry_neg
-- 'DissymmetryFactor.dissymmetry_neg' depends on axioms: [propext, Classical.choice, Quot.sound]
#print axioms DissymmetryFactor.dissymmetry_main
-- 'DissymmetryFactor.dissymmetry_main' depends on axioms: [propext, Classical.choice, Quot.sound]
```
